# At a linear two-state crossing with constant coupling, the adiabatic mixing angle turns by π/2 at a Lorentzian rate

A simulation in the adiabatic basis can step over a narrow avoided crossing without noticing it. The derivative coupling between the adiabatic states is concentrated within a distance of about V/a from the crossing, where V is the diabatic coupling and 2a is the difference of the diabatic slopes. If this coupling is evaluated only at points on either side of that region, the simulated system can stay on one adiabatic surface, even where it should largely have changed to the other. For two states with linear diabatic energies and constant coupling, the height and area of the coupling peak are known in closed form, and a numerical coupling can be compared with them.

In Lean 4 with Mathlib:

```lean
import Mathlib

open Matrix MeasureTheory
open scoped ContDiff

namespace DiabaticAdiabaticRotation

noncomputable section
```

## The crossing and its rotated basis

Let x be a nuclear coordinate, treated as a real parameter. The diabatic energies are ax and −ax, so 2a is the difference of their slopes. Any energy common to both states is left out: it would shift both adiabatic energies equally, but leave the adiabatic states and their coupling unchanged. The constant V is the electronic coupling, taken to be independent of x. In a two-site electron-phonon model, ax is the site energy shift caused by a vibration and V is the hopping amplitude.

H(x) = [[ax, V], [V, −ax]]

```lean
/-- The two-state diabatic Hamiltonian with linear energies `a x` and `-a x` and constant
coupling `V`. -/
def diabaticH (a V x : ℝ) : Matrix (Fin 2) (Fin 2) ℝ :=
  !![a * x, V; V, -(a * x)]
```

A rotation by an angle t gives two normalised real states, the columns of R(t):

u₀ = (cos t, sin t),  u₁ = (−sin t, cos t)

```lean
/-- The rotation of the two electronic states by the angle `t`; its columns are the new states. -/
def rotation (t : ℝ) : Matrix (Fin 2) (Fin 2) ℝ :=
  !![Real.cos t, -Real.sin t; Real.sin t, Real.cos t]
```

In this basis the Hamiltonian is RᵀHR. To diagonalize H means to make this product a diagonal matrix.

```lean
/-- The diabatic Hamiltonian at `x`, expressed in the basis rotated by the angle `t`. -/
def rotatedH (a V x t : ℝ) : Matrix (Fin 2) (Fin 2) ℝ :=
  (rotation t)ᵀ * diabaticH a V x * rotation t
```

The eigenvalues of H are ±E, because its trace is zero and its determinant is −E², with

E(x) = √((ax)² + V²)

```lean
/-- The adiabatic energy `√((a x)² + V²)`. -/
def energy (a V x : ℝ) : ℝ := Real.sqrt ((a * x) ^ 2 + V ^ 2)
```

For a, V > 0 the candidate for the angle falls from π/2 at x → −∞ to 0 at x → +∞:

θ(x) = π/4 − ½ arctan(ax/V)

```lean
/-- The mixing angle `π/4 - arctan(a x / V) / 2`, for `V ≠ 0`. -/
def mixingAngle (a V x : ℝ) : ℝ := Real.pi / 4 - 1 / 2 * Real.arctan (a * x / V)
```

For a, V > 0 the expected modulus of its derivative is

L(x) = aV / (2(a²x² + V²))

```lean
/-- The Lorentzian `a V / (2 (a² x² + V²))`, for `V ≠ 0`. -/
def lorentzian (a V x : ℝ) : ℝ := a * V / (2 * (a ^ 2 * x ^ 2 + V ^ 2))
```

## Only the double angle matters

Multiplying out the matrix elements gives

u₀ᵀHu₀ = ax(cos² t − sin² t) + 2V sin t cos t = ax cos 2t + V sin 2t
u₀ᵀHu₁ = V(cos² t − sin² t) − 2ax sin t cos t = V cos 2t − ax sin 2t

The trace remains zero, so u₁ᵀHu₁ = −u₀ᵀHu₀. The proof expands the double angles and compares the four entries with `ring`.

```lean
/-- In a rotated basis the Hamiltonian depends on the rotation only through the double angle. -/
theorem rotatedH_eq (a V x t : ℝ) :
    rotatedH a V x t =
      !![a * x * Real.cos (2 * t) + V * Real.sin (2 * t),
          V * Real.cos (2 * t) - a * x * Real.sin (2 * t);
         V * Real.cos (2 * t) - a * x * Real.sin (2 * t),
          -(a * x * Real.cos (2 * t) + V * Real.sin (2 * t))] := by
  rw [Real.cos_two_mul', Real.sin_two_mul]
  unfold rotatedH rotation diabaticH
  generalize Real.cos t = c
  generalize Real.sin t = s
  ext i j
  fin_cases i <;> fin_cases j <;>
    simp [Matrix.mul_apply, Fin.sum_univ_two] <;> ring
```

## The explicit angle gives E and −E

Let V > 0 and put r = ax/V. Then 2θ = π/2 − arctan r and √(1 + r²) = E/V, so

cos 2θ = sin(arctan r) = r/√(1 + r²) = ax/E
sin 2θ = cos(arctan r) = 1/√(1 + r²) = V/E

The upper diagonal entry becomes ((ax)² + V²)/E = E, and the off-diagonal entry becomes Vax/E − axV/E = 0. In the code, `hcos` and `hsin` are the two trigonometric values, and `h1` and `h2` are the two matrix entries.

```lean
/-- For `V > 0`, rotation by the mixing angle brings the Hamiltonian to diagonal form at every
`x`, with the adiabatic energies `E` and `-E` on the diagonal. -/
theorem mixingAngle_diagonalizes (a x : ℝ) {V : ℝ} (hV : 0 < V) :
    rotatedH a V x (mixingAngle a V x) = !![energy a V x, 0; 0, -energy a V x] := by
  have hE : 0 < energy a V x := Real.sqrt_pos.2 (by positivity)
  have hsq : energy a V x ^ 2 = (a * x) ^ 2 + V ^ 2 := Real.sq_sqrt (by positivity)
  have hne : energy a V x ≠ 0 := hE.ne'
  have hV2 : V ^ 2 ≠ 0 := by positivity
  have hroot : Real.sqrt (1 + (a * x / V) ^ 2) = energy a V x / V := by
    have h : 1 + (a * x / V) ^ 2 = (energy a V x / V) ^ 2 := by
      rw [div_pow, div_pow, hsq, add_div, div_self hV2, add_comm]
    rw [h, Real.sqrt_sq (by positivity)]
  have hang : 2 * mixingAngle a V x = Real.pi / 2 - Real.arctan (a * x / V) := by
    unfold mixingAngle
    ring
  -- the double angle is fixed by the ratio of diabatic splitting and coupling
  have hcos : Real.cos (2 * mixingAngle a V x) = a * x / energy a V x := by
    rw [hang, Real.cos_pi_div_two_sub, Real.sin_arctan, hroot]
    field_simp
  have hsin : Real.sin (2 * mixingAngle a V x) = V / energy a V x := by
    rw [hang, Real.sin_pi_div_two_sub, Real.cos_arctan, hroot, one_div_div]
  have h1 : a * x * (a * x / energy a V x) + V * (V / energy a V x) = energy a V x := by
    have h : a * x * (a * x / energy a V x) + V * (V / energy a V x)
        = ((a * x) ^ 2 + V ^ 2) / energy a V x := by ring
    rw [h, ← hsq, pow_two, mul_div_assoc, div_self hne, mul_one]
  have h2 : V * (a * x / energy a V x) - a * x * (V / energy a V x) = 0 := by ring
  rw [rotatedH_eq, hcos, hsin, h1, h2]
```

## Every diagonalizing angle has the same derivative

Now let V ≠ 0, and let θ be any angle that diagonalizes H at all positions and is differentiable at x. Its off-diagonal entry vanishes everywhere:

V cos 2θ − ax sin 2θ = 0

Differentiation gives

−2Vθ′ sin 2θ − a sin 2θ − 2axθ′ cos 2θ = 0

Multiply by −V and replace V cos 2θ by ax sin 2θ:

sin 2θ · [2θ′(a²x² + V²) + aV] = 0

The sine is not zero: otherwise V cos 2θ = 0 would make the cosine zero too, against sin² + cos² = 1. Hence θ′ = −L(x).

In the proof, `hF` is the derivative computed by the product and chain rules, `hG` is the derivative of the zero function, and uniqueness of derivatives equates them. The elimination is done by `linear_combination`.

```lean
/-- For `V ≠ 0`, any angle that diagonalizes the Hamiltonian at all positions has, wherever it is
differentiable, the derivative `-a V / (2 (a² x² + V²))`. -/
theorem hasDerivAt_of_diagonalizes {a V x : ℝ} (hV : V ≠ 0) {θ : ℝ → ℝ}
    (hθ : DifferentiableAt ℝ θ x) (hdiag : ∀ y, (rotatedH a V y (θ y)).IsDiag) :
    HasDerivAt θ (-lorentzian a V x) x := by
  have hoff : ∀ y, V * Real.cos (2 * θ y) - a * y * Real.sin (2 * θ y) = 0 := by
    intro y
    have h01 : rotatedH a V y (θ y) 0 1 = 0 := hdiag y (show (0 : Fin 2) ≠ 1 by decide)
    rw [rotatedH_eq] at h01
    exact h01
  have hd := hθ.hasDerivAt
  have h2 : HasDerivAt (fun y => 2 * θ y) (2 * deriv θ x) x := hd.const_mul 2
  -- differentiate the vanishing off-diagonal element
  have hF := (h2.cos.const_mul V).fun_sub (((hasDerivAt_id' x).const_mul a).fun_mul h2.sin)
  have hG : HasDerivAt (fun y => V * Real.cos (2 * θ y) - a * y * Real.sin (2 * θ y)) 0 x := by
    rw [funext hoff]
    exact hasDerivAt_const x (0 : ℝ)
  have e := hF.unique hG
  have h0 := hoff x
  have hs : Real.sin (2 * θ x) ≠ 0 := by
    intro hs
    rw [hs, mul_zero, sub_zero] at h0
    have hc := (mul_eq_zero.1 h0).resolve_left hV
    have h1 := Real.sin_sq_add_cos_sq (2 * θ x)
    rw [hs, hc] at h1
    norm_num at h1
  have key : deriv θ x * (2 * (a ^ 2 * x ^ 2 + V ^ 2)) = -(a * V) := by
    apply mul_left_cancel₀ hs
    linear_combination (-V) * e - 2 * a * x * deriv θ x * h0
  have hD : 2 * (a ^ 2 * x ^ 2 + V ^ 2) ≠ 0 := by positivity
  refine hd.congr_deriv ?_
  rw [lorentzian, ← neg_div, eq_div_iff hD]
  exact key
```

Up to sign, this derivative is the coupling between the adiabatic states. Differentiating the second column gives

du₁/dx = −θ′(cos θ, sin θ) = −θ′u₀

so u₀ᵀ(du₁/dx) = −θ′, which equals L(x) for a diagonalizing angle. The theorem states the derivative of u₁ for any differentiable rotation angle, and the proof checks the two components separately.

```lean
/-- When the rotation angle changes with position at the rate `θ'`, the second rotated state
changes along the first one at the rate `-θ'`. -/
theorem derivative_coupling {θ : ℝ → ℝ} {θ' x : ℝ} (h : HasDerivAt θ θ' x) :
    HasDerivAt (fun y i => rotation (θ y) i 1) (fun i => -θ' * rotation (θ x) i 0) x := by
  refine hasDerivAt_pi.2 fun i => ?_
  fin_cases i
  · refine h.sin.fun_neg.congr_deriv ?_
    show -(Real.cos (θ x) * θ') = -θ' * Real.cos (θ x)
    ring
  · refine h.cos.congr_deriv ?_
    show -Real.sin (θ x) * θ' = -θ' * Real.sin (θ x)
    ring
```

## Height and area of the peak

Subtracting L from its proposed maximum gives

a/(2V) − L(x) = a³x² / (2V(a²x² + V²))

For a, V > 0 the right side is never negative, and it vanishes only at x = 0. The identity is `key` in the proof.

```lean
/-- For `a, V > 0` the Lorentzian is at most `a / (2 V)`, and reaches this value only at the
crossing point `x = 0`. -/
theorem lorentzian_peak {a V : ℝ} (ha : 0 < a) (hV : 0 < V) (x : ℝ) :
    lorentzian a V x ≤ a / (2 * V) ∧ (lorentzian a V x = a / (2 * V) ↔ x = 0) := by
  have key : a / (2 * V) - lorentzian a V x
      = a ^ 3 * x ^ 2 / (2 * V * (a ^ 2 * x ^ 2 + V ^ 2)) := by
    unfold lorentzian
    rw [div_sub_div _ _ (by positivity) (by positivity),
      div_eq_div_iff (by positivity) (by positivity)]
    ring
  have hnn : 0 ≤ a ^ 3 * x ^ 2 / (2 * V * (a ^ 2 * x ^ 2 + V ^ 2)) := by positivity
  refine ⟨by linarith, fun h => ?_, fun h => ?_⟩
  · by_contra hx
    have hpos : 0 < a ^ 3 * x ^ 2 / (2 * V * (a ^ 2 * x ^ 2 + V ^ 2)) := by positivity
    linarith
  · have hz : a ^ 3 * x ^ 2 / (2 * V * (a ^ 2 * x ^ 2 + V ^ 2)) = 0 := by
      rw [h]
      simp
    linarith
```

For the area, write

L(x) = (a/(2V)) · 1/(1 + (ax/V)²)

and substitute y = ax/V, dx = (V/a) dy:

∫ L dx = (a/(2V)) · (V/a) · ∫ dy/(1 + y²) = ½ · π = π/2

The last integral is the total change of arctan, from −π/2 to π/2. Here `hform` is the rescaled form of L and `hint` the substitution; Mathlib supplies the integral over y.

```lean
/-- For `a, V > 0` the Lorentzian is integrable over the real line, with integral `π/2`. -/
theorem lorentzian_integral {a V : ℝ} (ha : 0 < a) (hV : 0 < V) :
    Integrable (lorentzian a V) ∧ ∫ x, lorentzian a V x = Real.pi / 2 := by
  have hk : 0 < a / V := by positivity
  -- measure the position in units of V / a
  have hform : lorentzian a V = fun x => a / (2 * V) * (1 + (a / V * x) ^ 2)⁻¹ := by
    funext x
    have h : 1 + (a / V * x) ^ 2 = (a ^ 2 * x ^ 2 + V ^ 2) / V ^ 2 := by
      rw [add_div, div_self (by positivity : V ^ 2 ≠ 0)]
      ring
    rw [h, inv_div, lorentzian, div_mul_div_comm,
      div_eq_div_iff (by positivity) (by positivity)]
    ring
  have hint : ∫ x : ℝ, (1 + (a / V * x) ^ 2)⁻¹ = |(a / V)⁻¹| • ∫ y : ℝ, (1 + y ^ 2)⁻¹ :=
    Measure.integral_comp_mul_left (fun y : ℝ => (1 + y ^ 2)⁻¹) (a / V)
  rw [hform]
  constructor
  · exact (integrable_inv_one_add_sq.comp_mul_left' hk.ne').const_mul _
  · rw [integral_const_mul, hint, integral_univ_inv_one_add_sq, abs_of_pos (inv_pos.2 hk),
      smul_eq_mul]
    field_simp
```

As V → 0⁺ the peak grows without bound and its width shrinks to zero, while the area stays π/2. At V = 0 itself the area statement fails: H is already diagonal, the constant angle θ = 0 diagonalizes it everywhere, and ∫ |θ′| dx = 0.

## The combined statement

For a, V > 0, the first half of the theorem says that the explicit angle is infinitely differentiable (`ContDiff ℝ ∞`) and yields diag(E, −E) at every real x. The second half concerns every function θ that is differentiable on the whole line and makes the rotated matrix diagonal at each x, which is the condition `IsDiag`. Such an angle may put the energies in the other order. In either order |θ′| is the Lorentzian, is largest at x = 0 only, with value a/(2V), and is integrable with integral π/2.

The proof assembles the earlier results. Smoothness comes from that of arctan, and `habs` removes the sign of θ′ before the peak and area theorems are applied. The model has two real electronic states and no nuclear kinetic energy, so the theorem describes the coupling and gives no transition probability.

```lean
/-- For `a, V > 0` the mixing angle is smooth and diagonalizes the Hamiltonian at every `x`.
Every differentiable angle that does so has a derivative of Lorentzian modulus, which is largest
at `x = 0` only, with value `a / (2 V)`, and integrates to `π/2` over the real line. -/
theorem diabatic_to_adiabatic {a V : ℝ} (ha : 0 < a) (hV : 0 < V) :
    (ContDiff ℝ ∞ (mixingAngle a V) ∧
      ∀ x, rotatedH a V x (mixingAngle a V x) = !![energy a V x, 0; 0, -energy a V x]) ∧
    ∀ θ : ℝ → ℝ, Differentiable ℝ θ → (∀ x, (rotatedH a V x (θ x)).IsDiag) →
      (∀ x, |deriv θ x| = a * V / (2 * (a ^ 2 * x ^ 2 + V ^ 2))) ∧
      (∀ x, |deriv θ x| ≤ a / (2 * V) ∧ (|deriv θ x| = a / (2 * V) ↔ x = 0)) ∧
      Integrable (fun x => |deriv θ x|) ∧ ∫ x, |deriv θ x| = Real.pi / 2 := by
  refine ⟨⟨?_, fun x => mixingAngle_diagonalizes a x hV⟩, fun θ hθ hdiag => ?_⟩
  · exact contDiff_const.sub (contDiff_const.mul
      (Real.contDiff_arctan.comp ((contDiff_const.mul contDiff_id).div_const V)))
  · have habs : ∀ x, |deriv θ x| = lorentzian a V x := by
      intro x
      have hpos : 0 ≤ lorentzian a V x := by
        unfold lorentzian
        positivity
      rw [(hasDerivAt_of_diagonalizes hV.ne' (hθ x) hdiag).deriv, abs_neg, abs_of_nonneg hpos]
    refine ⟨habs, fun x => ?_, ?_⟩
    · rw [habs x]
      exact lorentzian_peak ha hV x
    · rw [funext habs]
      exact lorentzian_integral ha hV

end

end DiabaticAdiabaticRotation
```

```lean
#print axioms DiabaticAdiabaticRotation.mixingAngle_diagonalizes
-- 'DiabaticAdiabaticRotation.mixingAngle_diagonalizes' depends on axioms: [propext, Classical.choice, Quot.sound]
#print axioms DiabaticAdiabaticRotation.derivative_coupling
-- 'DiabaticAdiabaticRotation.derivative_coupling' depends on axioms: [propext, Classical.choice, Quot.sound]
#print axioms DiabaticAdiabaticRotation.diabatic_to_adiabatic
-- 'DiabaticAdiabaticRotation.diabatic_to_adiabatic' depends on axioms: [propext, Classical.choice, Quot.sound]
```
